# The second-order self-energy of an occupied orbital at its own level is a pair-energy difference plus relaxation

## What a difference of pair energies misses

Take an electron out of occupied orbital c, keep all orbitals and levels fixed, and estimate the second-order correction to the ionization energy by subtracting the double-excitation energies before and after. This can miss the whole correction. In the three-level example below the difference is 0, while the second-order self-energy is 2. The missing part is the response of the remaining electrons to the hole.

With E_N the total energy of N electrons, the ionization energy is E_{N−1} − E_N. Koopmans' approximation sets it equal to −e_c, where e_c is the level of c, and the self-energy corrects it by −Σ_cc. A positive Σ_cc, as in the example, therefore lowers the ionization energy. The result bears on ionization energies obtained from the diagonal second-order self-energy, evaluated once at e_c with fixed levels and away from resonances.

## The quantities and the statement

Let O be the occupied and V the virtual spin orbitals, and let A(p,q,r,s) = ⟨pq||rs⟩ be the real antisymmetrized integrals. Indices i, j run over the occupied set and a, b over the virtual set. The energy of all double excitations is

E(O,V) = ¼ Σ_{ijab} A(i,j,a,b)² / (e_i + e_j − e_a − e_b).

The diagonal self-energy at frequency ω is

Σ_cc(ω) = ½ Σ_{iab} A(c,i,a,b)² / (ω + e_i − e_a − e_b) + ½ Σ_{aij} A(c,a,i,j)² / (ω + e_a − e_i − e_j),

and the relaxation sum is

L = Σ_{jb} A(c,j,c,b)² / (e_b − e_j).

Write R = O∖{c}. If c is occupied and no denominator vanishes, then as ω → e_c

Σ_cc(ω) → E(O,V) − E(R, V∪{c}) + L.

The vacated orbital c has joined the virtual ones. If the Fock matrix of O is also diagonal, the limit is the full second-order energy before ionization minus the one after it, singles included.

## How the Lean objects map to the physics

The type `ι` labels spin orbitals, and `O` and `V` are finite sets of them. `IsAntisymmetrized` contains the sign change in the first pair (`bra`) and the exchange of the two pairs (`exch`), which for real orbitals is Hermiticity. `pairEnergy` is E(O,V), the sum over all pairs; textbooks often use "pair energy" for the contribution of a single pair i, j. `O.erase c` is R, and `insert c V` is V∪{c}. `fock` adds the mean field of the occupied orbitals to a one-electron matrix `h`.

`Nonresonant` excludes zero denominators, including some whose integrals vanish anyway. It also forces O and V to be disjoint. It does allow another occupied orbital to have the same level as c, as the spin partner does in a closed shell: the terms after ionization whose denominators then vanish have a zero integral or a zero Fock element, and are left out. Physically, its second half says that a hole in c is not degenerate, at zeroth order, with two holes and one excited electron. Such degeneracies can occur for deep levels, where a single-hole picture may fail.

The levels `e` are the same before and after ionization, so this is not the difference of two separately optimised calculations. The step left to the reader is the perturbation expansion of a many-electron Hamiltonian that yields these sums, with e_p set to the diagonal Fock element of O; in Lean the sums are definitions and `e` is free.

## Derivation by splitting off c

Antisymmetry makes every integral with a repeated index inside a pair vanish, and such terms are left out of the sums. The summand of E(O,V) is symmetric in i and j, so the terms with exactly one index equal to c occur twice:

E(O,V) = E(R,V) + P,

P = ½ Σ_{i∈R} Σ_{a,b∈V} A(c,i,a,b)² / (e_c + e_i − e_a − e_b).

P is also the first part of Σ_cc(e_c), since i = c adds nothing there.

Adding c to the virtual set works in the same way:

E(R, V∪{c}) = E(R,V) + ½ Σ_{i,j∈R} Σ_{b∈V} A(i,j,c,b)² / (e_i + e_j − e_c − e_b).

Pair exchange gives A(i,j,c,b) = A(c,b,i,j). Reversing the sign of the denominator then gives

E(R, V∪{c}) = E(R,V) − H,

H = ½ Σ_{b∈V} Σ_{i,j∈R} A(c,b,i,j)² / (e_c + e_b − e_i − e_j).

In the second part of Σ_cc(e_c), the terms with i, j ∈ R give H. Those with one index equal to c give

Σ_{a∈V} Σ_{j∈R} A(c,a,c,j)² / (e_c + e_a − e_c − e_j) = Σ_{j∈R} Σ_{a∈V} A(c,j,c,a)² / (e_a − e_j) = L.

Therefore

Σ_cc(e_c) = P + H + L = E(O,V) − E(R, V∪{c}) + L.

Each term is continuous at e_c because its denominator is nonzero there, so this value is the limit.

For the singles, let F_O and F_R be the Fock matrices of O and R. If F_O is diagonal, then for j ≠ b

F_R(j,b) = F_O(j,b) − A(j,c,b,c) = −A(j,c,b,c).

Its square is A(c,j,c,b)², and the element with b = c vanishes. The singles energy after ionization is thus

Σ_{j∈R} Σ_{b∈V} A(c,j,c,b)² / (e_j − e_b) = −L,

while before ionization it is zero. Subtracting −L supplies the relaxation term.

## Three levels, worked through

Take levels −2, −1, 1 for orbitals 0, 1, 2, with O = {0,1}, V = {2} and c = 0. With x = (0,1,2), the model integrals simplify to A(p,q,r,s) = (x_p − x_q)(x_r − x_s).

Both pair energies vanish: before ionization there is one virtual orbital, and afterwards one electron. The relaxation sum is A(0,1,0,2)²/(1 + 1) = 4/2 = 2. Directly, the self-energy is 4/(ω + 4), which is 2 at ω = −2. The singles energy after ionization is (−2)²/(−1 − 1) = −2, so the full energy difference is again 2.

## The Lean file

```lean
import Mathlib

open Filter Topology

namespace SecondOrderSelfEnergy

noncomputable section

variable {ι : Type*} [DecidableEq ι]

/-- Real two-electron integrals, antisymmetric in the first pair of indices and symmetric
under exchange of the two pairs. -/
structure IsAntisymmetrized (A : ι → ι → ι → ι → ℝ) : Prop where
  bra : ∀ p q r s, A q p r s = -A p q r s
  exch : ∀ p q r s, A r s p q = A p q r s

/-- The second-order energy of double excitations from `O` to `V` at fixed levels `e`, for
nonzero denominators wherever the integral is nonzero. -/
def pairEnergy (e : ι → ℝ) (A : ι → ι → ι → ι → ℝ) (O V : Finset ι) : ℝ :=
  1 / 4 * ∑ i ∈ O, ∑ j ∈ O, ∑ a ∈ V, ∑ b ∈ V, A i j a b ^ 2 / (e i + e j - e a - e b)

/-- The diagonal second-order self-energy of orbital `c` at frequency `ω`, for `ω` away from
the zeros of the denominators. -/
def selfEnergy (e : ι → ℝ) (A : ι → ι → ι → ι → ℝ) (O V : Finset ι) (c : ι) (ω : ℝ) : ℝ :=
  1 / 2 * ∑ i ∈ O, ∑ a ∈ V, ∑ b ∈ V, A c i a b ^ 2 / (ω + e i - e a - e b) +
  1 / 2 * ∑ a ∈ V, ∑ i ∈ O, ∑ j ∈ O, A c a i j ^ 2 / (ω + e a - e i - e j)

/-- The relaxation sum for a hole in `c`, for occupied levels different from virtual ones. -/
def relaxation (e : ι → ℝ) (A : ι → ι → ι → ι → ℝ) (O V : Finset ι) (c : ι) : ℝ :=
  ∑ j ∈ O, ∑ b ∈ V, A c j c b ^ 2 / (e b - e j)

/-- The Fock matrix of the determinant `O` with one-electron matrix `h`. -/
def fock (h : ι → ι → ℝ) (A : ι → ι → ι → ι → ℝ) (O : Finset ι) (p q : ι) : ℝ :=
  h p q + ∑ k ∈ O, A p k q k

/-- The second-order energy of single excitations from `O` to `V` at fixed levels `e`, for
nonzero denominators wherever the Fock element is nonzero. -/
def singlesEnergy (e : ι → ℝ) (h : ι → ι → ℝ) (A : ι → ι → ι → ι → ℝ)
    (O V : Finset ι) : ℝ :=
  ∑ j ∈ O, ∑ b ∈ V, fock h A O j b ^ 2 / (e j - e b)

/-- For `c` in `O`: no denominator of the pair energy of `O`, or of the self-energy of `c` at its
own level, vanishes. -/
def Nonresonant (e : ι → ℝ) (O V : Finset ι) (c : ι) : Prop :=
  (∀ i ∈ O, ∀ j ∈ O, ∀ a ∈ V, ∀ b ∈ V, e i + e j - e a - e b ≠ 0) ∧
  (∀ a ∈ V, ∀ i ∈ O, ∀ j ∈ O, e c + e a - e i - e j ≠ 0)

variable {e : ι → ℝ} {A : ι → ι → ι → ι → ℝ} {O V R : Finset ι} {c : ι}

omit [DecidableEq ι] in
/-- Antisymmetrized integrals also change sign when the second pair is swapped. -/
theorem IsAntisymmetrized.ket (hA : IsAntisymmetrized A) (p q r s : ι) :
    A p q s r = -A p q r s := by
  linarith [hA.exch p q s r, hA.bra r s p q, hA.exch p q r s]

omit [DecidableEq ι] in
/-- Pauli principle: an antisymmetrized integral with a repeated index within a pair vanishes. -/
theorem IsAntisymmetrized.pauli (hA : IsAntisymmetrized A) (p r s : ι) :
    A p p r s = 0 ∧ A r s p p = 0 := by
  constructor
  · linarith [hA.bra p p r s]
  · linarith [hA.ket r s p p]

/-- A symmetric double sum with zero diagonal entry at `c` gains twice the row of `c` when
the new index `c` is added. -/
theorem sum_insert_pair (hc : c ∉ R) (f : ι → ι → ℝ) (hf : ∀ i j, f i j = f j i)
    (h0 : f c c = 0) :
    ∑ i ∈ insert c R, ∑ j ∈ insert c R, f i j =
      ∑ i ∈ R, ∑ j ∈ R, f i j + 2 * ∑ j ∈ R, f c j := by
  have h1 : ∑ i ∈ R, f i c = ∑ i ∈ R, f c i := Finset.sum_congr rfl fun i _ => hf i c
  simp only [Finset.sum_insert hc, Finset.sum_add_distrib, h0, h1]
  ring

/-- On-shell decomposition of the self-energy for antisymmetrized integrals and occupied levels `R`
and `c`, with `c` outside `R` and `V`; terms with a zero denominator are counted as zero. -/
theorem selfEnergy_on_shell (hA : IsAntisymmetrized A) (hc : c ∉ R) (hv : c ∉ V) :
    selfEnergy e A (insert c R) V c (e c) =
      pairEnergy e A (insert c R) V - pairEnergy e A R (insert c V) +
        relaxation e A (insert c R) V c := by
  -- pairs that involve the electron in `c`
  have h1 : pairEnergy e A (insert c R) V = pairEnergy e A R V +
      1 / 2 * ∑ i ∈ R, ∑ a ∈ V, ∑ b ∈ V, A c i a b ^ 2 / (e c + e i - e a - e b) := by
    have key := sum_insert_pair hc
      (fun i j => ∑ a ∈ V, ∑ b ∈ V, A i j a b ^ 2 / (e i + e j - e a - e b))
      (fun i j => Finset.sum_congr rfl fun a _ => Finset.sum_congr rfl fun b _ => by
        rw [hA.bra j i a b, neg_sq, add_comm (e i)])
      (by simp [(hA.pauli c _ _).1])
    unfold pairEnergy
    linear_combination (1 / 4) * key
  -- excitations into the vacated level `c`
  have h2 : pairEnergy e A R (insert c V) = pairEnergy e A R V +
      1 / 2 * ∑ i ∈ R, ∑ j ∈ R, ∑ b ∈ V, A i j c b ^ 2 / (e i + e j - e c - e b) := by
    have key : ∀ i j, ∑ a ∈ insert c V, ∑ b ∈ insert c V,
        A i j a b ^ 2 / (e i + e j - e a - e b) =
        ∑ a ∈ V, ∑ b ∈ V, A i j a b ^ 2 / (e i + e j - e a - e b) +
        2 * ∑ b ∈ V, A i j c b ^ 2 / (e i + e j - e c - e b) := fun i j =>
      sum_insert_pair hv (fun a b => A i j a b ^ 2 / (e i + e j - e a - e b))
        (fun a b => by rw [hA.ket i j b a, neg_sq, sub_right_comm])
        (by simp [(hA.pauli c i j).2])
    unfold pairEnergy
    simp only [key, Finset.sum_add_distrib, ← Finset.mul_sum]
    ring
  have k1 : ∑ i ∈ insert c R, ∑ a ∈ V, ∑ b ∈ V, A c i a b ^ 2 / (e c + e i - e a - e b) =
      ∑ i ∈ R, ∑ a ∈ V, ∑ b ∈ V, A c i a b ^ 2 / (e c + e i - e a - e b) := by
    rw [Finset.sum_insert hc]
    simp [(hA.pauli c _ _).1]
  have k2 : ∑ a ∈ V, ∑ i ∈ insert c R, ∑ j ∈ insert c R,
      A c a i j ^ 2 / (e c + e a - e i - e j) =
      ∑ a ∈ V, ∑ i ∈ R, ∑ j ∈ R, A c a i j ^ 2 / (e c + e a - e i - e j) +
      2 * ∑ a ∈ V, ∑ j ∈ R, A c a c j ^ 2 / (e c + e a - e c - e j) := by
    rw [Finset.mul_sum, ← Finset.sum_add_distrib]
    exact Finset.sum_congr rfl fun a _ =>
      sum_insert_pair hc (fun i j => A c a i j ^ 2 / (e c + e a - e i - e j))
        (fun i j => by rw [hA.ket c a j i, neg_sq, sub_right_comm])
        (by simp [(hA.pauli c c a).2])
  have k3 : ∑ j ∈ insert c R, ∑ b ∈ V, A c j c b ^ 2 / (e b - e j) =
      ∑ j ∈ R, ∑ b ∈ V, A c j c b ^ 2 / (e b - e j) := by
    rw [Finset.sum_insert hc]
    simp [(hA.pauli c _ _).1]
  -- pair exchange identifies the remaining sums
  have k4 : ∑ i ∈ R, ∑ j ∈ R, ∑ b ∈ V, A i j c b ^ 2 / (e i + e j - e c - e b) =
      -∑ a ∈ V, ∑ i ∈ R, ∑ j ∈ R, A c a i j ^ 2 / (e c + e a - e i - e j) := by
    rw [Finset.sum_comm (s := V) (t := R), ← Finset.sum_neg_distrib]
    refine Finset.sum_congr rfl fun i _ => ?_
    rw [← Finset.sum_neg_distrib]
    refine Finset.sum_comm.trans (Finset.sum_congr rfl fun b _ => ?_)
    rw [← Finset.sum_neg_distrib]
    refine Finset.sum_congr rfl fun j _ => ?_
    rw [hA.exch c b i j, ← div_neg,
      show -(e c + e b - e i - e j) = e i + e j - e c - e b by ring]
  have k5 : ∑ a ∈ V, ∑ j ∈ R, A c a c j ^ 2 / (e c + e a - e c - e j) =
      ∑ j ∈ R, ∑ b ∈ V, A c j c b ^ 2 / (e b - e j) := by
    refine Finset.sum_comm.trans
      (Finset.sum_congr rfl fun j _ => Finset.sum_congr rfl fun b _ => ?_)
    rw [hA.exch c j c b, show e c + e b - e c - e j = e b - e j by ring]
  unfold selfEnergy relaxation
  rw [k1, k2, k3, h1, h2, k4, k5]
  ring

/-- For antisymmetrized integrals, `c` occupied and no vanishing denominator, the self-energy
of `c` tends at its own level to the pair energy of `O`, minus that with `c` moved to the
virtual levels, plus the relaxation sum. -/
theorem selfEnergy_decomposition (hA : IsAntisymmetrized A) (hc : c ∈ O)
    (hD : Nonresonant e O V c) :
    Tendsto (selfEnergy e A O V c) (𝓝 (e c))
      (𝓝 (pairEnergy e A O V - pairEnergy e A (O.erase c) (insert c V) +
        relaxation e A O V c)) := by
  have hv : c ∉ V := fun h => hD.1 c hc c hc c h c h (by ring)
  have key := selfEnergy_on_shell (e := e) hA (Finset.notMem_erase c O) hv
  rw [Finset.insert_erase hc] at key
  rw [← key]
  -- each term is continuous away from its pole
  have term : ∀ k x y z : ℝ, e c + x - y - z ≠ 0 →
      Tendsto (fun ω : ℝ => k / (ω + x - y - z)) (𝓝 (e c))
        (𝓝 (k / (e c + x - y - z))) := by
    intro k x y z h
    have hcont : ContinuousAt (fun ω : ℝ => k / (ω + x - y - z)) (e c) :=
      ContinuousAt.div continuousAt_const (by fun_prop) h
    exact hcont
  unfold selfEnergy
  refine Tendsto.add (Tendsto.const_mul _ ?_) (Tendsto.const_mul _ ?_)
  · exact tendsto_finsetSum _ fun i hi => tendsto_finsetSum _ fun a ha =>
      tendsto_finsetSum _ fun b hb => term _ _ _ _ (hD.1 c hc i hi a ha b hb)
  · exact tendsto_finsetSum _ fun a ha => tendsto_finsetSum _ fun i hi =>
      tendsto_finsetSum _ fun j hj => term _ _ _ _ (hD.2 a ha i hi j hj)

/-- If the integrals are antisymmetrized, the Fock matrix of `O` is diagonal, `c` is occupied and
`O`, `V` are disjoint, then the singles energy after moving `c` to the virtual levels is minus the
relaxation sum; terms with a zero denominator are counted as zero. -/
theorem singlesEnergy_hole {h : ι → ι → ℝ} (hA : IsAntisymmetrized A) (hc : c ∈ O)
    (hd : Disjoint O V) (hF : ∀ p q, p ≠ q → fock h A O p q = 0) :
    singlesEnergy e h A (O.erase c) (insert c V) = -relaxation e A O V c := by
  have hv : c ∉ V := Finset.disjoint_left.mp hd hc
  -- removing `c` removes its mean field
  have hf : ∀ j b, j ≠ b → fock h A (O.erase c) j b = -A j c b c := by
    intro j b hjb
    have h1 := hF j b hjb
    unfold fock at h1 ⊢
    rw [← Finset.add_sum_erase O _ hc] at h1
    linarith
  have hz : ∑ b ∈ V, A c c c b ^ 2 / (e b - e c) = 0 := by
    simp [(hA.pauli c _ _).1]
  unfold singlesEnergy relaxation
  rw [← Finset.add_sum_erase O _ hc, hz, zero_add, ← Finset.sum_neg_distrib]
  refine Finset.sum_congr rfl fun j hj => ?_
  rw [Finset.sum_insert hv, hf j c (Finset.ne_of_mem_erase hj), (hA.pauli c j c).2,
    neg_zero, zero_pow two_ne_zero, zero_div, zero_add, ← Finset.sum_neg_distrib]
  refine Finset.sum_congr rfl fun b hb => ?_
  have hjb : j ≠ b := by
    rintro rfl
    exact Finset.disjoint_left.mp hd (Finset.mem_of_mem_erase hj) hb
  rw [hf j b hjb, hA.bra c j b c, hA.ket c j c b, neg_neg, neg_sq, ← div_neg, neg_sub]

/-- For antisymmetrized integrals, `c` occupied, a diagonal Fock matrix of `O` and no vanishing
denominator, the self-energy of `c` tends at its own level to the second-order energy (doubles
plus singles) of `O` minus that with `c` moved to the virtual levels. -/
theorem selfEnergy_eq_energy_difference {h : ι → ι → ℝ} (hA : IsAntisymmetrized A)
    (hc : c ∈ O) (hD : Nonresonant e O V c) (hF : ∀ p q, p ≠ q → fock h A O p q = 0) :
    Tendsto (selfEnergy e A O V c) (𝓝 (e c))
      (𝓝 ((pairEnergy e A O V + singlesEnergy e h A O V) -
        (pairEnergy e A (O.erase c) (insert c V) +
          singlesEnergy e h A (O.erase c) (insert c V)))) := by
  have hd : Disjoint O V :=
    Finset.disjoint_left.mpr fun x hx hx' => hD.1 x hx x hx x hx' x hx' (by ring)
  -- singles of the reference vanish
  have h0 : singlesEnergy e h A O V = 0 := by
    refine Finset.sum_eq_zero fun j hj => Finset.sum_eq_zero fun b hb => ?_
    have hjb : j ≠ b := by
      rintro rfl
      exact Finset.disjoint_left.mp hd hj hb
    rw [hF j b hjb, zero_pow two_ne_zero, zero_div]
  rw [h0, singlesEnergy_hole hA hc hd hF]
  convert selfEnergy_decomposition hA hc hD using 2
  ring

/-- Three model levels. -/
def modelLevels : Fin 3 → ℝ := ![-2, -1, 1]

/-- Model positions entering the separable interaction. -/
def modelX : Fin 3 → ℝ := ![0, 1, 2]

/-- Antisymmetrized integrals of a separable model interaction. -/
def modelA (p q r s : Fin 3) : ℝ :=
  (1 + modelX p * modelX r) * (1 + modelX q * modelX s) -
    (1 + modelX p * modelX s) * (1 + modelX q * modelX r)

/-- The one-electron matrix equal to the diagonal of levels minus the mean field of the
orbitals 0 and 1. -/
def modelCore (p q : Fin 3) : ℝ :=
  (if p = q then modelLevels p else 0) - ∑ k ∈ ({0, 1} : Finset (Fin 3)), modelA p k q k

/-- The three-level model with orbitals 0 and 1 occupied has antisymmetrized integrals, no
vanishing denominator for `c = 0`, a diagonal Fock matrix and a nonzero relaxation coupling. -/
theorem selfEnergy_witness :
    IsAntisymmetrized modelA ∧ Nonresonant modelLevels {0, 1} {2} 0 ∧
      (∀ p q, p ≠ q → fock modelCore modelA {0, 1} p q = 0) ∧ modelA 0 1 0 2 = 2 := by
  have l0 : modelLevels 0 = -2 := rfl
  have l1 : modelLevels 1 = -1 := rfl
  have l2 : modelLevels 2 = 1 := rfl
  have x0 : modelX 0 = 0 := rfl
  have x1 : modelX 1 = 1 := rfl
  have x2 : modelX 2 = 2 := rfl
  refine ⟨⟨fun p q r s => ?_, fun p q r s => ?_⟩, ⟨?_, ?_⟩, fun p q hpq => ?_, ?_⟩
  · unfold modelA
    ring
  · unfold modelA
    ring
  · intro i hi j hj a ha b hb
    simp only [Finset.mem_insert, Finset.mem_singleton] at hi hj ha hb
    subst ha hb
    rcases hi with rfl | rfl <;> rcases hj with rfl | rfl <;> norm_num [l0, l1, l2]
  · intro a ha i hi j hj
    simp only [Finset.mem_insert, Finset.mem_singleton] at hi hj ha
    subst ha
    rcases hi with rfl | rfl <;> rcases hj with rfl | rfl <;> norm_num [l0, l1, l2]
  · unfold fock modelCore
    rw [if_neg hpq, sub_add_cancel]
  · norm_num [modelA, x0, x1, x2]

end

end SecondOrderSelfEnergy
```

```lean
#print axioms SecondOrderSelfEnergy.selfEnergy_eq_energy_difference
```

```
'SecondOrderSelfEnergy.selfEnergy_eq_energy_difference' depends on axioms: [propext, Classical.choice, Quot.sound]
```

## From the split sums to the limit

`IsAntisymmetrized.ket` derives the sign change in the second pair, and `IsAntisymmetrized.pauli` the vanishing integrals. `sum_insert_pair` is the counting rule for a symmetric double sum that gains one index.

In `selfEnergy_on_shell`, `h1` and `h2` apply this rule to the occupied and the virtual pair, giving P and the sum that becomes −H. `k1` and `k3` discard the zero terms at c, and `k2` splits the second part of the self-energy. `k4` and `k5` use pair exchange and reordered sums to identify H and L; `ring` then combines the pieces. This lemma needs no condition on denominators because Lean evaluates division by zero as zero.

`selfEnergy_decomposition` first gets c ∉ V from `Nonresonant`, then writes O as R with c inserted. Its local statement `term` is the continuity of one fraction, and `tendsto_finsetSum` carries it through the finite sums.

`singlesEnergy_hole` follows the Fock-matrix calculation: `hf` removes the mean field of c, and the remaining rewrites match the squares and signs. `selfEnergy_eq_energy_difference` shows that the reference singles vanish and inserts both results. `selfEnergy_witness` checks antisymmetry, `Nonresonant` and the diagonal Fock matrix for the three-level model, together with the coupling A(0,1,0,2) = 2.
